# Uniqueness of the first-order projector response when occupied and virtual levels share no energy

The theorem `response_unique` concerns a finite-dimensional Hermitian matrix `H0` and an idempotent `P0` that commutes with it, where no real energy belongs both to a nonzero occupied eigenvector (fixed by `P0`) and to a nonzero virtual one (killed by `P0`). It states that at most one matrix `X` has vanishing occupied-occupied and virtual-virtual blocks and satisfies `[H0, X] = [P0, H1]`; it does not claim that such an `X` exists. Neither `H1` nor the response is assumed Hermitian. Hermiticity of `P0` is not a separate hypothesis either, but it follows from the others: `P0` must act as zero or the identity on each eigenspace of `H0`, so it is an orthogonal projector. The proof takes the difference `D` of two solutions, which commutes with `H0` and has only occupied-virtual blocks, and shows that `D` annihilates the occupied and virtual parts of every eigenvector of `H0`, so that `D = 0`.

Lean 4 with Mathlib refuses this proof:

```lean
import Mathlib

open Matrix Topology

namespace ResponseUnique

variable {n : Type*} [Fintype n] [DecidableEq n]

/-- The first-order conditions on a projector response `X`: no occupied-occupied block,
no virtual-virtual block, and `[H0, X] = [P0, H1]`. -/
structure IsResponse (H0 H1 P0 X : Matrix n n ℂ) : Prop where
  occ : P0 * X * P0 = 0
  vir : (1 - P0) * X * (1 - P0) = 0
  comm : H0 * X - X * H0 = P0 * H1 - H1 * P0

/-- No real energy `ε` belongs both to an eigenvector of `H0` fixed by `P0` and to an eigenvector of
`H0` in the kernel of `P0`. -/
def Separated (H0 P0 : Matrix n n ℂ) : Prop :=
  ∀ (ε : ℝ) (x y : n → ℂ), P0 *ᵥ x = x → P0 *ᵥ y = 0 →
    H0 *ᵥ x = ε • x → H0 *ᵥ y = ε • y → x = 0 ∨ y = 0

/-- A matrix that annihilates every eigenvector of a Hermitian `H0` is zero. -/
theorem eq_zero_of_eigenvectors {H0 A : Matrix n n ℂ} (hH : H0.IsHermitian)
    (h : ∀ (ε : ℝ) (v : n → ℂ), H0 *ᵥ v = ε • v → A *ᵥ v = 0) : A = 0 := by
  have hA : Matrix.toEuclideanLin A = 0 := by
    refine hH.eigenvectorBasis.toBasis.ext fun j => ?_
    rw [OrthonormalBasis.coe_toBasis]
    change WithLp.toLp 2 (A *ᵥ (hH.eigenvectorBasis j).ofLp) = 0
    rw [h _ _ (hH.mulVec_eigenvectorBasis j)]
    rfl
  exact (LinearEquiv.map_eq_zero_iff _).mp hA

/-- For Hermitian `H0` commuting with an idempotent `P0`, with separated occupied and virtual
levels, the first-order conditions have at most one solution. -/
theorem response_unique {H0 H1 P0 X Y : Matrix n n ℂ} (hH : H0.IsHermitian)
    (hP : P0 * P0 = P0) (hc : H0 * P0 = P0 * H0) (hs : Separated H0 P0)
    (hX : IsResponse H0 H1 P0 X) (hY : IsResponse H0 H1 P0 Y) : X = Y := by
  obtain ⟨D, hD⟩ : ∃ D, D = X - Y := ⟨_, rfl⟩
  have hocc : P0 * D * P0 = 0 := by
    rw [hD, mul_sub, sub_mul, hX.occ, hY.occ, sub_zero]
  have hvir : (1 - P0) * D * (1 - P0) = 0 := by
    rw [hD, mul_sub, sub_mul, hX.vir, hY.vir, sub_zero]
  have hcD : H0 * D = D * H0 := by
    rw [hD]
    linear_combination (norm := noncomm_ring) hX.comm - hY.comm
  have hq : H0 * (1 - P0) = (1 - P0) * H0 := by
    rw [mul_sub, sub_mul, mul_one, one_mul, hc]
  have hPD : P0 * D * (1 - P0) = D * (1 - P0) := by
    linear_combination (norm := noncomm_ring) -hvir
  refine sub_eq_zero.mp (hD ▸ eq_zero_of_eigenvectors hH fun ε v hv => ?_)
  -- matrices commuting with `H0` preserve each energy level
  have lvl : ∀ M : Matrix n n ℂ, H0 * M = M * H0 → ∀ w : n → ℂ, H0 *ᵥ w = ε • w →
      H0 *ᵥ (M *ᵥ w) = ε • (M *ᵥ w) := by
    intro M hM w hw
    rw [Matrix.mulVec_mulVec, hM, ← Matrix.mulVec_mulVec, hw, Matrix.mulVec_smul]
  have hx := lvl P0 hc v hv
  have hu := lvl (1 - P0) hq v hv
  have h1 : D *ᵥ (P0 *ᵥ v) = 0 := by
    rcases hs ε (P0 *ᵥ v) (D *ᵥ (P0 *ᵥ v)) (by rw [Matrix.mulVec_mulVec, hP])
      (by simp only [Matrix.mulVec_mulVec, ← mul_assoc, hocc, Matrix.zero_mulVec])
      hx (lvl D hcD _ hx) with h | h
    · rw [h, Matrix.mulVec_zero]
    · exact h
  have h2 : D *ᵥ ((1 - P0) *ᵥ v) = 0 := by
    rcases hs ε (D *ᵥ ((1 - P0) *ᵥ v)) ((1 - P0) *ᵥ v)
      (by simp only [Matrix.mulVec_mulVec, ← mul_assoc, hPD])
      (by rw [Matrix.mulVec_mulVec, mul_sub, mul_one, hP, sub_self, Matrix.zero_mulVec])
      (lvl D hcD _ hu) hu with h | h
    · exact h
    · rw [h, Matrix.mulVec_zero]
  rw [Matrix.sub_mulVec, Matrix.one_mulVec, Matrix.mulVec_sub, h1, sub_zero] at h2
  exact h2

end ResponseUnique
```

Compiling this gives:

```
Main.lean:42:30: error: Tactic `rewrite` failed: Did not find an occurrence of the pattern
  (1 - P0) * X * (1 - P0)
in the target expression
  (1 * (X - Y) - P0 * (X - Y)) * 1 - (1 * (X - Y) - P0 * (X - Y)) * P0 = 0

n : Type u_1
inst✝¹ : Fintype n
inst✝ : DecidableEq n
H0 H1 P0 X Y : Matrix n n ℂ
hH : H0.IsHermitian
hP : P0 * P0 = P0
hc : H0 * P0 = P0 * H0
hs : Separated H0 P0
hX : IsResponse H0 H1 P0 X
hY : IsResponse H0 H1 P0 Y
D : Matrix n n ℂ
hD : D = X - Y
hocc : P0 * D * P0 = 0
⊢ (1 * (X - Y) - P0 * (X - Y)) * 1 - (1 * (X - Y) - P0 * (X - Y)) * P0 = 0
```

What went wrong. The error is in `hvir`, the claim that `D` has no virtual-virtual block. After `rw [hD]` the left side is `(1 - P0) * (X - Y) * (1 - P0)`, and the rewrites were meant to split `X - Y`. But `mul_sub` matches any product whose right factor is a difference, and here it took the whole product, splitting the final `1 - P0`. Then `sub_mul` split the first `1 - P0`. `X - Y` stayed intact, so the pattern `(1 - P0) * X * (1 - P0)` needed by `hX.vir` was nowhere in the goal. The same rewrites work in `hocc` because the outer factors there are plain `P0`, leaving `X - Y` as the only difference to split.

The repair keeps `rw [hD]` and then uses `linear_combination` to subtract `hY.vir` from `hX.vir`. The remaining identity is checked by `noncomm_ring`, which expands products without assuming that matrices commute, so the proof no longer depends on which difference is split first.

The comment added before `h1` is mere tidying.

Lean accepts the file once it reads:

```diff
@@ -40,5 +40,6 @@
     rw [hD, mul_sub, sub_mul, hX.occ, hY.occ, sub_zero]
   have hvir : (1 - P0) * D * (1 - P0) = 0 := by
-    rw [hD, mul_sub, sub_mul, hX.vir, hY.vir, sub_zero]
+    rw [hD]
+    linear_combination (norm := noncomm_ring) hX.vir - hY.vir
   have hcD : H0 * D = D * H0 := by
     rw [hD]
@@ -56,4 +57,5 @@
   have hx := lvl P0 hc v hv
   have hu := lvl (1 - P0) hq v hv
+  -- `D` swaps occupied and virtual vectors at fixed energy, so it annihilates both parts of `v`
   have h1 : D *ᵥ (P0 *ᵥ v) = 0 := by
     rcases hs ε (P0 *ᵥ v) (D *ᵥ (P0 *ᵥ v)) (by rw [Matrix.mulVec_mulVec, hP])
```
